# Hermite levels of a Landau orbit centred on a hard wall

Let $\mathrm{He}_m$ be the probabilists' Hermite polynomials and $u_m(x)=\mathrm{He}_m(x)\,e^{-x^2/4}$, for $m=0,1,2,\dots$ Each $u_m$ satisfies

$$-u_m''+\frac{x^2}{4}u_m=\left(m+\tfrac12\right)u_m,$$

is square integrable on $(0,\infty)$, and vanishes at $x=0$ exactly when $m$ is odd. Within this Hermite family, the energies compatible with a hard wall at the orbit centre are therefore exactly $2n+\tfrac32$, $n=0,1,2,\dots$

Energy is in units of $\hbar\omega_c$, with $\omega_c$ the cyclotron frequency, and length in units of $\ell/\sqrt2$, with $\ell$ the magnetic length. The wall is an infinite potential step, which forces the wavefunction to zero at $x=0$. For a non-interacting electron in Landau gauge, these energies are the points on the edge-state dispersion curves where the orbit centre meets the wall.

## From the Hermite recurrence to the levels

Start from $\mathrm{He}_0=1$ and $\mathrm{He}_{m+1}=x\,\mathrm{He}_m-\mathrm{He}_m'$. Then $\mathrm{He}_{m+1}'=(m+1)\mathrm{He}_m$: it holds for $m=0$, since $\mathrm{He}_1=x$, and if it holds for $m$, then

$$\mathrm{He}_{m+2}'=\mathrm{He}_{m+1}+(m+1)\left(x\,\mathrm{He}_m-\mathrm{He}_m'\right)=(m+2)\mathrm{He}_{m+1}.$$

Differentiating the recurrence itself gives $(m+1)\mathrm{He}_m=\mathrm{He}_m+x\,\mathrm{He}_m'-\mathrm{He}_m''$, hence

$$\mathrm{He}_m''=x\,\mathrm{He}_m'-m\,\mathrm{He}_m.$$

Two derivatives of the state are

$$u_m'=\left(\mathrm{He}_m'-\tfrac x2\mathrm{He}_m\right)e^{-x^2/4},$$
$$u_m''=\left(\mathrm{He}_m''-x\,\mathrm{He}_m'-\tfrac12\mathrm{He}_m+\tfrac{x^2}{4}\mathrm{He}_m\right)e^{-x^2/4}.$$

Inserting Hermite's equation yields $-u_m''+\tfrac{x^2}{4}u_m=(m+\tfrac12)u_m$. If $E$ also served as the energy on $x>0$, then $(E-m-\tfrac12)u_m=0$ there. A nonzero polynomial has finitely many roots, so $E=m+\tfrac12$.

Square integrability holds because $u_m^2=\mathrm{He}_m^2e^{-x^2/2}$ is a polynomial times a Gaussian. At the wall,

$$\mathrm{He}_{m+2}(0)=-\mathrm{He}_{m+1}'(0)=-(m+1)\mathrm{He}_m(0),$$

with $\mathrm{He}_0(0)=1$ and $\mathrm{He}_1(0)=0$. Thus $u_m(0)=0$ exactly for odd $m=2n+1$, with energy $2n+\tfrac32$.

If the slope must vanish instead, use $u_m'(0)=\mathrm{He}_m'(0)$. This is $0$ for $m=0$ and $m\,\mathrm{He}_{m-1}(0)$ for $m\ge1$, so it vanishes exactly for even $m=2n$, with energy $2n+\tfrac12$.

The smallest case is $n=0$. The hard wall selects $u_1=x\,e^{-x^2/4}$ at energy $\tfrac32$, normalised on the half-line as $(2/\pi)^{1/4}x\,e^{-x^2/4}$. The zero-slope condition selects $u_0=e^{-x^2/4}$ at energy $\tfrac12$.

## The Hamiltonian and its states in Lean

```lean
import Mathlib

open Polynomial MeasureTheory

namespace LandauHardWall

noncomputable section
```

The Hamiltonian acts on real functions of a real variable.

```lean
/-- The Hamiltonian `-d²/dx² + x²/4` of a Landau orbit centred on the wall `x = 0`,
in units of the cyclotron energy. -/
def hamiltonian (u : ℝ → ℝ) (x : ℝ) : ℝ := -deriv (deriv u) x + x ^ 2 / 4 * u x
```

Mathlib's `hermite m` has integer coefficients; `aeval x` evaluates it at a real $x$. The states are unnormalised and defined on the whole line, so derivatives at the wall are ordinary two-sided ones.

```lean
/-- The unnormalised Hermite state `He_m(x) exp(-x²/4)`. -/
def state (m : ℕ) (x : ℝ) : ℝ := aeval x (hermite m) * Real.exp (-x ^ 2 / 4)
```

## Hermite's equation and the energy

The induction for the lowering rule closes with $(m+1)$ times the recurrence.

```lean
/-- Differentiation lowers the Hermite index: `He_{m+1}' = (m+1) He_m`. -/
theorem derivative_hermite_succ (m : ℕ) :
    derivative (hermite (m + 1)) = ((m : ℤ[X]) + 1) * hermite m := by
  induction m with
  | zero => simp
  | succ m ih =>
    have hd : derivative (((m : ℤ[X]) + 1) * hermite m)
        = ((m : ℤ[X]) + 1) * derivative (hermite m) := by
      simp [derivative_mul]
    rw [hermite_succ (m + 1), derivative_sub, derivative_mul, derivative_X, ih, hd]
    push_cast
    linear_combination (-((m : ℤ[X]) + 1)) * hermite_succ m
```

Differentiating the recurrence then gives the differential equation.

```lean
/-- Hermite's differential equation `He_m'' = x He_m' - m He_m`. -/
theorem hermite_ode (m : ℕ) :
    derivative (derivative (hermite m))
      = X * derivative (hermite m) - (m : ℤ[X]) * hermite m := by
  have h := derivative_hermite_succ m
  rw [hermite_succ, derivative_sub, derivative_mul, derivative_X] at h
  linear_combination -h
```

The next two lemmas differentiate the Gaussian and, by the product rule, the state.

```lean
lemma hasDerivAt_gauss (x : ℝ) :
    HasDerivAt (fun y : ℝ => Real.exp (-y ^ 2 / 4))
      (-(x / 2) * Real.exp (-x ^ 2 / 4)) x := by
  have h : HasDerivAt (fun y : ℝ => -y ^ 2 / 4) (-(x / 2)) x :=
    ((hasDerivAt_pow 2 x).fun_neg.div_const 4).congr_deriv (by norm_num; ring)
  exact h.exp.congr_deriv (by ring)

lemma hasDerivAt_state (m : ℕ) (x : ℝ) :
    HasDerivAt (state m) ((aeval x (derivative (hermite m))
      - x / 2 * aeval x (hermite m)) * Real.exp (-x ^ 2 / 4)) x :=
  (((hermite m).hasDerivAt_aeval x).fun_mul (hasDerivAt_gauss x)).congr_deriv (by ring)
```

For the eigenvalue equation, `hfirst` and `hsecond` supply $u_m'$ and $u_m''$; the last line inserts Hermite's equation multiplied by the Gaussian.

```lean
/-- The Hermite state `u_m` solves `-u'' + (x²/4) u = (m + 1/2) u` on the whole line. -/
theorem hamiltonian_state (m : ℕ) (x : ℝ) :
    hamiltonian (state m) x = ((m : ℝ) + 1 / 2) * state m x := by
  have hfirst : deriv (state m) = fun y => (aeval y (derivative (hermite m))
      - y / 2 * aeval y (hermite m)) * Real.exp (-y ^ 2 / 4) :=
    funext fun y => (hasDerivAt_state m y).deriv
  have ode := congrArg (fun p : ℤ[X] => aeval x p) (hermite_ode m)
  simp only [map_sub, map_mul, aeval_X, map_natCast] at ode
  -- differentiate once more and insert Hermite's equation
  have h1 := (derivative (hermite m)).hasDerivAt_aeval x
  have h2 := ((hasDerivAt_id' x).div_const 2).fun_mul ((hermite m).hasDerivAt_aeval x)
  have hsecond := ((h1.fun_sub h2).fun_mul (hasDerivAt_gauss x)).deriv
  unfold hamiltonian
  rw [hfirst, hsecond]
  unfold state
  linear_combination (-Real.exp (-x ^ 2 / 4)) * ode
```

Uniqueness of the energy is argued by contradiction: a different $E$ would give the monic polynomial $\mathrm{He}_m$ infinitely many roots on $x>0$.

```lean
/-- The state `u_m` satisfies the eigenvalue equation with energy `E` at every `x > 0` exactly when
`E = m + 1/2`. -/
theorem energy_iff (m : ℕ) (E : ℝ) :
    (∀ x > 0, hamiltonian (state m) x = E * state m x) ↔ E = (m : ℝ) + 1 / 2 := by
  constructor
  · intro h
    by_contra hE
    -- a wrong energy would force the monic polynomial He_m to vanish on x > 0
    have hzero : ∀ x > (0 : ℝ), aeval x (hermite m) = 0 := by
      intro x hx
      have h1 := h x hx
      rw [hamiltonian_state] at h1
      have h2 : (E - ((m : ℝ) + 1 / 2)) * state m x = 0 := by linear_combination -h1
      have h3 := (mul_eq_zero.mp h2).resolve_left (sub_ne_zero.mpr hE)
      exact (mul_eq_zero.mp h3).resolve_right (Real.exp_pos _).ne'
    have hm : ((hermite m).map (algebraMap ℤ ℝ)).Monic := (hermite_monic m).map _
    refine hm.ne_zero (eq_zero_of_infinite_isRoot _
      ((Set.Ioi_infinite (0 : ℝ)).mono fun x hx => ?_))
    change eval x ((hermite m).map (algebraMap ℤ ℝ)) = 0
    rw [eval_map_algebraMap]
    exact hzero x hx
  · rintro rfl x _
    exact hamiltonian_state m x
```

## Square integrability

Integrability is proved for monomials times $e^{-x^2/2}$ and extended to polynomials by addition.

```lean
lemma integrable_poly_gauss (p : ℤ[X]) :
    Integrable (fun x : ℝ => aeval x p * Real.exp (-(1 / 2) * x ^ 2)) := by
  induction p using Polynomial.induction_on' with
  | add p q hp hq =>
    refine (hp.add hq).congr (Filter.Eventually.of_forall fun x => ?_)
    simp only [Pi.add_apply, map_add]
    ring
  | monomial n a =>
    have hn : (-1 : ℝ) < (n : ℝ) := by
      have : (0 : ℝ) ≤ n := n.cast_nonneg
      linarith
    have h := (integrable_rpow_mul_exp_neg_mul_sq (b := 1 / 2) (by norm_num) hn).const_mul
      (algebraMap ℤ ℝ a)
    refine h.congr (Filter.Eventually.of_forall fun x => ?_)
    simp only [Real.rpow_natCast, aeval_monomial]
    ring
```

Applied to $\mathrm{He}_m^2$, this covers $u_m^2$ on the line, and then on the half-line `Set.Ioi 0`.

```lean
/-- Every Hermite state is square integrable on the half-line `x > 0`. -/
theorem state_sq_integrable (m : ℕ) :
    IntegrableOn (fun x => state m x ^ 2) (Set.Ioi 0) := by
  refine ((integrable_poly_gauss (hermite m * hermite m)).congr
    (Filter.Eventually.of_forall fun x => ?_)).integrableOn
  have he : Real.exp (-(1 / 2) * x ^ 2)
      = Real.exp (-x ^ 2 / 4) * Real.exp (-x ^ 2 / 4) := by
    rw [← Real.exp_add]
    congr 1
    ring
  simp only [state, map_mul, he]
  ring
```

## Parity at the wall

The recursion in steps of two carries the parity from $m$ to $m+2$.

```lean
lemma hermite_at_wall : ∀ m : ℕ, aeval (0 : ℝ) (hermite m) = 0 ↔ Odd m
  | 0 => by simp
  | 1 => by simp
  | m + 2 => by
    have hrec : aeval (0 : ℝ) (hermite (m + 2))
        = -((m : ℝ) + 1) * aeval (0 : ℝ) (hermite m) := by
      rw [hermite_succ (m + 1), derivative_hermite_succ]
      simp only [map_sub, map_mul, map_add, map_one, map_natCast, aeval_X]
      ring
    have hm : -((m : ℝ) + 1) ≠ 0 := neg_ne_zero.mpr (by positivity)
    rw [hrec, mul_eq_zero, or_iff_right hm, hermite_at_wall m, Nat.odd_iff, Nat.odd_iff]
    omega
```

Since the exponential is never zero, the same criterion holds for the state.

```lean
/-- The state `u_m` vanishes at the wall exactly when `m` is odd. -/
theorem state_wall_iff (m : ℕ) : state m 0 = 0 ↔ Odd m := by
  unfold state
  rw [mul_eq_zero, or_iff_left (Real.exp_pos _).ne', hermite_at_wall]
```

For the slope, the lowering rule reduces $m=k+1$ to the value of $\mathrm{He}_k$ at the wall.

```lean
/-- The slope of `u_m` vanishes at the wall exactly when `m` is even. -/
theorem slope_wall_iff (m : ℕ) : deriv (state m) 0 = 0 ↔ Even m := by
  rw [(hasDerivAt_state m 0).deriv, mul_eq_zero, or_iff_left (Real.exp_pos _).ne',
    zero_div, zero_mul, sub_zero]
  cases m with
  | zero => simp
  | succ k =>
    have hk : (k : ℝ) + 1 ≠ 0 := by positivity
    rw [derivative_hermite_succ, map_mul, map_add, map_one, map_natCast, mul_eq_zero,
      or_iff_right hk, hermite_at_wall, Nat.odd_iff, Nat.even_iff]
    omega
```

## The two sets of levels

`hard_wall_levels` says that a real $E$ has the form $2n+\tfrac32$ if and only if some $u_m$ satisfies the eigenvalue equation with energy $E$ at every $x>0$, is square integrable there, and vanishes at $0$. Given such a $u_m$, the wall condition makes $m$ odd and `energy_iff` fixes $E$; given $E=2n+\tfrac32$, $m=2n+1$ is the witness.

```lean
/-- Hard wall through the orbit centre: the energies of the square-integrable Hermite
states that vanish at the wall are exactly `2n + 3/2`. -/
theorem hard_wall_levels (E : ℝ) :
    (∃ m : ℕ, (∀ x > 0, hamiltonian (state m) x = E * state m x) ∧
      IntegrableOn (fun x => state m x ^ 2) (Set.Ioi 0) ∧ state m 0 = 0)
      ↔ ∃ n : ℕ, E = 2 * (n : ℝ) + 3 / 2 := by
  constructor
  · rintro ⟨m, hE, -, h0⟩
    obtain ⟨n, rfl⟩ := (state_wall_iff m).mp h0
    refine ⟨n, ?_⟩
    rw [(energy_iff _ E).mp hE]
    push_cast
    ring
  · rintro ⟨n, rfl⟩
    refine ⟨2 * n + 1, (energy_iff _ _).mpr ?_, state_sq_integrable _,
      (state_wall_iff _).mpr ⟨n, rfl⟩⟩
    push_cast
    ring
```

The zero-slope version follows the same pattern with even $m$.

```lean
/-- If instead the slope must vanish at the wall, the energies of the square-integrable
Hermite states are exactly `2n + 1/2`. -/
theorem neumann_wall_levels (E : ℝ) :
    (∃ m : ℕ, (∀ x > 0, hamiltonian (state m) x = E * state m x) ∧
      IntegrableOn (fun x => state m x ^ 2) (Set.Ioi 0) ∧ deriv (state m) 0 = 0)
      ↔ ∃ n : ℕ, E = 2 * (n : ℝ) + 1 / 2 := by
  constructor
  · rintro ⟨m, hE, -, h0⟩
    obtain ⟨n, rfl⟩ := (slope_wall_iff m).mp h0
    refine ⟨n, ?_⟩
    rw [(energy_iff _ E).mp hE]
    push_cast
    ring
  · rintro ⟨n, rfl⟩
    refine ⟨n + n, (energy_iff _ _).mpr ?_, state_sq_integrable _,
      (slope_wall_iff _).mpr ⟨n, rfl⟩⟩
    push_cast
    ring

end

end LandauHardWall
```

Both theorems range over the Hermite states only: they do not establish that every square-integrable solution on the half-line obeying the wall condition, or the zero-slope condition, is a multiple of one of these states. The orbit centre is fixed at the wall, and spin is left out.

```lean
#print axioms LandauHardWall.hard_wall_levels
-- 'LandauHardWall.hard_wall_levels' depends on axioms: [propext, Classical.choice, Quot.sound]
#print axioms LandauHardWall.neumann_wall_levels
-- 'LandauHardWall.neumann_wall_levels' depends on axioms: [propext, Classical.choice, Quot.sound]
```
